# A solution of Richardson's two-pair equations gives a nonzero eigenstate of the pairing Hamiltonian

Electrons fill a finite set of levels in pairs, two to a level, and an attraction scatters pairs from one level to another. A single pair lowers its energy by spreading over all the levels. A second pair would do the same, but the two cannot occupy one level at the same time. Can the state still be a product of two spread-out pairs?

Let b_k* put a pair into level k, let b_k remove it, and let n_k, equal to 0 or 2, count the electrons there. With e_k the energy per electron and G ≠ 0 the strength of the scattering, equal for all pairs of levels and positive for an attraction, the Hamiltonian is

H = Σ_k e_k n_k − G Σ_{k,l} b_k* b_l.

The terms k = l are included, so each occupied level also gains −G. Write vac for the state without pairs, and

B(x) = Σ_k b_k*/(2e_k − x), s(x) = Σ_k 1/(2e_k − x), ψ = B(x)B(y)vac.

**Claim.** Let x ≠ y both differ from every 2e_k, the pair energies without the interaction, where B has its poles. If

s(x) = 1/G + 2/(y − x), s(y) = 1/G + 2/(x − y),

then Hψ = (x + y)ψ and ψ ≠ 0.

## Cancelling the unwanted terms

The operators satisfy

[b_k, b_l*] = δ_kl (1 − n_k), [n_k, b_l*] = 2δ_kl b_k*.

Put P = Σ_k b_k and P* = Σ_k b_k*, so that the interaction is −G P*P. Since 2e_k/(2e_k − x) = 1 + x/(2e_k − x),

[Σ_k e_k n_k, B(x)] = P* + xB(x).

The level energy of vac is zero and creation operators commute, hence

Σ_k e_k n_k ψ = (x + y)ψ + P*B(y)vac + P*B(x)vac.

For the interaction we need Pψ. A single pair gives PB(y)vac = s(y)vac. Moving P past B(x) produces Σ_k (1 − n_k)/(2e_k − x), which acts on B(y)vac, so

Pψ = s(x)B(y)vac + s(y)B(x)vac − 2 Σ_k b_k*vac/((2e_k − x)(2e_k − y)).

The last sum is the Pauli blocking. Partial fractions turn it into (B(x) − B(y))vac/(x − y), and therefore

Pψ = αB(y)vac + βB(x)vac, with α = s(x) − 2/(y − x), β = s(y) − 2/(x − y).

Altogether,

Hψ = (x + y)ψ + (1 − Gα)P*B(y)vac + (1 − Gβ)P*B(x)vac.

The Richardson equations say α = β = 1/G, and both unwanted terms vanish.

It remains to exclude ψ = 0. Now Pψ = (B(x) + B(y))vac/G, and a second removal gives

P²ψ = (s(x) + s(y))vac/G = (2/G²)vac,

because the terms 2/(y − x) and 2/(x − y) cancel. A zero state could not yield this.

## Two levels, the smallest case

One level cannot hold two pairs; there ψ = 0, so the equations have no admissible solution. Two levels hold exactly one two-pair state, with both filled. For e_1 = e_2 = 0 its energy is −2G, and direct substitution confirms the solution

x = G(−1 + i), y = G(−1 − i).

For real G the numbers x and y are complex conjugates, while their sum, the energy, is real.

## States and operators as amplitudes

A state assigns a complex amplitude to each finite set S of doubly occupied levels. Singly occupied levels are absent: this is the seniority-zero space.

In Lean 4 with Mathlib:

```lean
import Mathlib

open Finset

namespace RichardsonPairing

noncomputable section

/-- States of paired levels: an amplitude for each set of doubly occupied levels. -/
abbrev PairSpace (K : Type*) := Finset K → ℂ
```

After b_k* has acted, the amplitude at a set S containing k is the old amplitude at S without k. Removal works the other way round.

```lean
variable {K : Type*} [DecidableEq K]

/-- The operator `b_k*`, which puts a pair into level `k` and gives zero if `k` is occupied. -/
def create (k : K) : Module.End ℂ (PairSpace K) where
  toFun ψ S := if k ∈ S then ψ (S.erase k) else 0
  map_add' φ ψ := by funext S; by_cases h : k ∈ S <;> simp [h]
  map_smul' c ψ := by funext S; by_cases h : k ∈ S <;> simp [h]

/-- The operator `b_k`, which removes a pair from level `k` and gives zero if `k` is empty. -/
def annihilate (k : K) : Module.End ℂ (PairSpace K) where
  toFun ψ S := if k ∈ S then 0 else ψ (insert k S)
  map_add' φ ψ := by funext S; by_cases h : k ∈ S <;> simp [h]
  map_smul' c ψ := by funext S; by_cases h : k ∈ S <;> simp [h]

/-- The electron number `n_k` of level `k`: two if the level is occupied, zero if it is empty. -/
def number (k : K) : Module.End ℂ (PairSpace K) where
  toFun ψ S := if k ∈ S then 2 * ψ S else 0
  map_add' φ ψ := by funext S; by_cases h : k ∈ S <;> simp [h, mul_add]
  map_smul' c ψ := by funext S; by_cases h : k ∈ S <;> simp [h, mul_left_comm]

/-- The state without pairs. -/
def vacuum : PairSpace K := fun S => if S = ∅ then 1 else 0
```

The commutation relations are proved from these definitions, by distinguishing whether k and l coincide and whether each lies in S.

```lean
/-- Pair creation operators commute. -/
theorem create_comm (k l : K) (ψ : PairSpace K) :
    create k (create l ψ) = create l (create k ψ) := by
  rcases eq_or_ne k l with rfl | h
  · rfl
  · funext S
    by_cases hk : k ∈ S <;> by_cases hl : l ∈ S <;>
      simp [create, hk, hl, h, h.symm, Finset.erase_right_comm]

/-- The commutator of `b_k` and `b_l*` is `1 - n_k` for `k = l` and zero otherwise. -/
theorem annihilate_create (k l : K) (ψ : PairSpace K) :
    annihilate k (create l ψ) =
      create l (annihilate k ψ) + if k = l then ψ - number k ψ else 0 := by
  rcases eq_or_ne k l with rfl | h
  · funext S
    by_cases hk : k ∈ S
    · simp [create, annihilate, number, hk, Finset.insert_erase hk]
      ring
    · simp [create, annihilate, number, hk]
  · funext S
    by_cases hk : k ∈ S <;> by_cases hl : l ∈ S <;>
      simp [create, annihilate, hk, hl, h, h.symm, Finset.erase_insert_of_ne h]

/-- The commutator of `n_k` and `b_l*` is `2 b_k*` for `k = l` and zero otherwise. -/
theorem number_create (k l : K) (ψ : PairSpace K) :
    number k (create l ψ) =
      create l (number k ψ) + if k = l then (2 : ℂ) • create k ψ else 0 := by
  rcases eq_or_ne k l with rfl | h
  · funext S
    by_cases hk : k ∈ S <;> simp [create, number, hk]
  · funext S
    by_cases hk : k ∈ S <;> by_cases hl : l ∈ S <;> simp [create, number, hk, hl, h]

private lemma annihilate_vacuum (k : K) : annihilate k vacuum = 0 := by
  funext S
  simp [annihilate, vacuum]

private lemma number_vacuum (k : K) : number k vacuum = 0 := by
  funext S
  rcases eq_or_ne S ∅ with rfl | h
  · simp [number]
  · simp [number, vacuum, h]
```

## The Hamiltonian and the spread-out pairs

From here on the set of levels `K` is finite. `geminal c` is Σ_k c_k b_k*, so P* is `geminal (fun _ => 1)`, and P is `removePair`. The parameters `e` and `G` are complex, which includes the physical real case.

```lean
variable [Fintype K]

/-- The creation operator `∑ c_k b_k*` of a pair spread over the levels. -/
def geminal (c : K → ℂ) : Module.End ℂ (PairSpace K) := ∑ k, c k • create k

/-- The operator `∑ b_k`, which removes one pair. -/
def removePair : Module.End ℂ (PairSpace K) := ∑ k, annihilate k

/-- The level energy `∑ e_k n_k`. -/
def levelEnergy (e : K → ℂ) : Module.End ℂ (PairSpace K) := ∑ k, e k • number k

/-- The pairing Hamiltonian `∑ e_k n_k - G ∑ b_k* b_l`. -/
def hamiltonian (e : K → ℂ) (G : ℂ) : Module.End ℂ (PairSpace K) :=
  levelEnergy e - G • ∑ k, ∑ l, create k * annihilate l

/-- Richardson's operator `B(x) = ∑ b_k* / (2 e_k - x)`, for `x` different from every `2 e_k`. -/
def pairOp (e : K → ℂ) (x : ℂ) : Module.End ℂ (PairSpace K) :=
  geminal fun k => 1 / (2 * e k - x)
```

## Moving operators past a geminal

The next lemmas extend the single-level commutators to geminals by linearity. `removePair_one` is the single-pair formula PB(y)vac = s(y)vac for general amplitudes.

```lean
private lemma geminal_apply (c : K → ℂ) (ψ : PairSpace K) :
    geminal c ψ = ∑ k, c k • create k ψ := by
  simp only [geminal, LinearMap.sum_apply, LinearMap.smul_apply]

private lemma geminal_comm (c d : K → ℂ) (ψ : PairSpace K) :
    geminal c (geminal d ψ) = geminal d (geminal c ψ) := by
  have h (k : K) : create k (geminal d ψ) = geminal d (create k ψ) := by
    simp only [geminal_apply, map_sum, map_smul]
    exact Finset.sum_congr rfl fun l _ => by rw [create_comm]
  rw [geminal_apply c (geminal d ψ), geminal_apply c ψ, map_sum]
  exact Finset.sum_congr rfl fun k _ => by rw [map_smul, h]

private lemma number_geminal (k : K) (c : K → ℂ) (ψ : PairSpace K) :
    number k (geminal c ψ) = geminal c (number k ψ) + (2 * c k) • create k ψ := by
  simp only [geminal_apply, map_sum, map_smul, number_create, smul_add, sum_add_distrib]
  congr 1
  simp only [smul_ite, smul_zero, Finset.sum_ite_eq, Finset.mem_univ, if_true]
  rw [smul_smul, mul_comm]

private lemma removePair_geminal (c : K → ℂ) (ψ : PairSpace K) :
    removePair (geminal c ψ) =
      geminal c (removePair ψ) + ∑ k, c k • (ψ - number k ψ) := by
  have h (k : K) : annihilate k (geminal c ψ) =
      geminal c (annihilate k ψ) + c k • (ψ - number k ψ) := by
    simp only [geminal_apply, map_sum, map_smul, annihilate_create, smul_add, sum_add_distrib]
    congr 1
    simp only [smul_ite, smul_zero, Finset.sum_ite_eq, Finset.mem_univ, if_true]
  simp only [removePair, LinearMap.sum_apply, h, sum_add_distrib, map_sum]

private lemma removePair_one (c : K → ℂ) :
    removePair (geminal c vacuum) = (∑ k, c k) • vacuum := by
  have h : removePair (vacuum : PairSpace K) = 0 := by
    simp [removePair, LinearMap.sum_apply, annihilate_vacuum]
  simp only [removePair_geminal, h, number_vacuum, map_zero, zero_add, sub_zero, Finset.sum_smul]
```

For two geminals the blocking term appears, with the amplitudes multiplied level by level.

```lean
/-- Removing one pair from two geminals acting on the vacuum leaves each geminal times the amplitude
sum of the other, minus a Pauli-blocking term: twice the geminal whose amplitudes are the
level-by-level products of the two. -/
theorem removePair_two (c d : K → ℂ) :
    removePair (geminal c (geminal d vacuum)) =
      (∑ k, c k) • geminal d vacuum + (∑ k, d k) • geminal c vacuum
        - (2 : ℂ) • geminal (fun k => c k * d k) vacuum := by
  have h : ∑ k, c k • (geminal d vacuum - number k (geminal d vacuum)) =
      (∑ k, c k) • geminal d vacuum - (2 : ℂ) • geminal (fun k => c k * d k) vacuum := by
    simp only [number_geminal, number_vacuum, map_zero, zero_add, smul_sub,
      Finset.sum_sub_distrib, Finset.sum_smul, smul_smul]
    congr 1
    simp only [geminal_apply, Finset.smul_sum, smul_smul]
    exact Finset.sum_congr rfl fun k _ => by congr 1; ring
  rw [removePair_geminal, removePair_one, map_smul, h]
  abel
```

The level-energy commutator needs only that x avoids every 2e_k; `linear_combination h` supplies the identity 2e_k/(2e_k − x) = 1 + x/(2e_k − x).

```lean
/-- If `x` differs from every `2 e_k`, the commutator of the level energy with `B(x)` is
`∑ b_k* + x B(x)`. -/
theorem levelEnergy_pairOp {e : K → ℂ} {x : ℂ} (hx : ∀ k, 2 * e k ≠ x) (ψ : PairSpace K) :
    levelEnergy e (pairOp e x ψ) =
      pairOp e x (levelEnergy e ψ) + geminal (fun _ => 1) ψ + x • pairOp e x ψ := by
  simp only [levelEnergy, LinearMap.sum_apply, LinearMap.smul_apply, pairOp, number_geminal,
    smul_add, sum_add_distrib, map_sum, map_smul]
  rw [add_assoc]
  congr 1
  simp only [geminal_apply, Finset.smul_sum, smul_smul]
  rw [← Finset.sum_add_distrib]
  refine Finset.sum_congr rfl fun k _ => ?_
  rw [← add_smul]
  congr 1
  have h := mul_one_div_cancel (sub_ne_zero.2 (hx k))
  linear_combination h
```

## Partial fractions and the action of H

In the next statement the sum covers only the fraction that follows it, so the two coefficients are α and β. The auxiliary `key` is the partial-fraction identity, written with p, q and t as the inverses of a − x, a − y and x − y.

```lean
/-- For distinct `x`, `y` that differ from every `2 e_k`, removing one pair from `B(x)B(y)vac`
leaves a combination of `B(y)vac` and `B(x)vac`. -/
theorem removePair_pairOp {e : K → ℂ} {x y : ℂ} (hxy : x ≠ y)
    (hx : ∀ k, 2 * e k ≠ x) (hy : ∀ k, 2 * e k ≠ y) :
    removePair (pairOp e x (pairOp e y vacuum)) =
      (∑ k, 1 / (2 * e k - x) - 2 / (y - x)) • pairOp e y vacuum
        + (∑ k, 1 / (2 * e k - y) - 2 / (x - y)) • pairOp e x vacuum := by
  have key : ∀ a p q t : ℂ, (a - x) * p = 1 → (a - y) * q = 1 → (x - y) * t = 1 →
      p * q = t * p - t * q := by
    intro a p q t hp hq ht
    linear_combination (-(p * q)) * ht + t * p * hq - t * q * hp
  -- partial fractions split the Pauli-blocking term
  have hprod : geminal (fun k => 1 / (2 * e k - x) * (1 / (2 * e k - y))) vacuum =
      (1 / (x - y)) • pairOp e x vacuum - (1 / (x - y)) • pairOp e y vacuum := by
    simp only [pairOp, geminal_apply, Finset.smul_sum, smul_smul]
    rw [← Finset.sum_sub_distrib]
    refine Finset.sum_congr rfl fun k _ => ?_
    rw [← sub_smul]
    congr 1
    exact key _ _ _ _ (mul_one_div_cancel (sub_ne_zero.2 (hx k)))
      (mul_one_div_cancel (sub_ne_zero.2 (hy k))) (mul_one_div_cancel (sub_ne_zero.2 hxy))
  have h : removePair (pairOp e x (pairOp e y vacuum)) =
      (∑ k, 1 / (2 * e k - x)) • pairOp e y vacuum
        + (∑ k, 1 / (2 * e k - y)) • pairOp e x vacuum
        - (2 : ℂ) • geminal (fun k => 1 / (2 * e k - x) * (1 / (2 * e k - y))) vacuum :=
    removePair_two (fun k => 1 / (2 * e k - x)) (fun k => 1 / (2 * e k - y))
  have hd : 2 / (y - x) = -(2 / (x - y)) := by rw [← neg_sub x y, div_neg]
  rw [h, hprod, hd]
  module
```

The formula for Hψ holds before any Richardson equation is imposed. In its proof, `hH` rewrites the double sum as P*P, and `module` collects the coefficients.

```lean
/-- For distinct `x`, `y` that differ from every `2 e_k`, the Hamiltonian turns `B(x)B(y)vac` into
`x + y` times itself plus two terms in which one pair is replaced by `∑ b_k*`. -/
theorem hamiltonian_pairOp {e : K → ℂ} {x y : ℂ} (G : ℂ) (hxy : x ≠ y)
    (hx : ∀ k, 2 * e k ≠ x) (hy : ∀ k, 2 * e k ≠ y) :
    hamiltonian e G (pairOp e x (pairOp e y vacuum)) =
      (x + y) • pairOp e x (pairOp e y vacuum)
      + (1 - G * (∑ k, 1 / (2 * e k - x) - 2 / (y - x))) •
          geminal (fun _ => 1) (pairOp e y vacuum)
      + (1 - G * (∑ k, 1 / (2 * e k - y) - 2 / (x - y))) •
          geminal (fun _ => 1) (pairOp e x vacuum) := by
  have hH (ψ : PairSpace K) : hamiltonian e G ψ =
      levelEnergy e ψ - G • geminal (fun _ => 1) (removePair ψ) := by
    rw [hamiltonian, ← Finset.sum_mul_sum]
    simp only [geminal, removePair, one_smul, LinearMap.sub_apply, LinearMap.smul_apply,
      Module.End.mul_apply]
  have h0 : levelEnergy e vacuum = 0 := by
    simp [levelEnergy, LinearMap.sum_apply, number_vacuum]
  have hc : pairOp e x (geminal (fun _ => 1) vacuum) =
      geminal (fun _ => 1) (pairOp e x vacuum) := geminal_comm _ _ _
  rw [hH, levelEnergy_pairOp hx, levelEnergy_pairOp hy, h0, removePair_pairOp hxy hx hy]
  simp only [map_add, map_smul, map_zero, zero_add, hc]
  module
```

## The eigenstate and its nonvanishing

The double removal is stated multiplied by G². After 1/G is replaced by g, the last line uses only Gg = 1.

```lean
/-- If `G ≠ 0` and distinct `x`, `y`, different from every `2 e_k`, solve the Richardson equations,
then removing both pairs from `B(x)B(y)vac` gives `2 / G ^ 2` times the vacuum. -/
theorem removePair_twice {e : K → ℂ} {G x y : ℂ} (hG : G ≠ 0) (hxy : x ≠ y)
    (hx : ∀ k, 2 * e k ≠ x) (hy : ∀ k, 2 * e k ≠ y)
    (Rx : ∑ k, 1 / (2 * e k - x) = 1 / G + 2 / (y - x))
    (Ry : ∑ k, 1 / (2 * e k - y) = 1 / G + 2 / (x - y)) :
    G ^ 2 • removePair (removePair (pairOp e x (pairOp e y vacuum))) = (2 : ℂ) • vacuum := by
  have h1 : removePair (pairOp e x vacuum) = (∑ k, 1 / (2 * e k - x)) • vacuum :=
    removePair_one _
  have h2 : removePair (pairOp e y vacuum) = (∑ k, 1 / (2 * e k - y)) • vacuum :=
    removePair_one _
  have hd : 2 / (y - x) = -(2 / (x - y)) := by rw [← neg_sub x y, div_neg]
  have hg : G * (1 / G) = 1 := mul_one_div_cancel hG
  rw [removePair_pairOp hxy hx hy, map_add, map_smul, map_smul, h1, h2, Rx, Ry, hd]
  simp only [smul_smul, ← add_smul]
  congr 1
  generalize 1 / G = g at hg ⊢
  linear_combination 2 * (G * g + 1) * hg
```

In the main theorem, `hx` and `hy` keep x and y off the poles, while `Rx` and `Ry` are the Richardson equations. The first half of the proof substitutes them into the formula for Hψ. The second assumes ψ = 0 and compares amplitudes at the empty set, where the double removal would give 0 = 2.

```lean
/-- Richardson's solution for two pairs: if `G ≠ 0` and distinct `x`, `y`, different from every
`2 e_k`, solve the Richardson equations, then `B(x)B(y)vac` is a nonzero eigenstate of the pairing
Hamiltonian with energy `x + y`. -/
theorem richardson_two_pairs {e : K → ℂ} {G x y : ℂ} (hG : G ≠ 0) (hxy : x ≠ y)
    (hx : ∀ k, 2 * e k ≠ x) (hy : ∀ k, 2 * e k ≠ y)
    (Rx : ∑ k, 1 / (2 * e k - x) = 1 / G + 2 / (y - x))
    (Ry : ∑ k, 1 / (2 * e k - y) = 1 / G + 2 / (x - y)) :
    hamiltonian e G (pairOp e x (pairOp e y vacuum)) =
      (x + y) • pairOp e x (pairOp e y vacuum) ∧
    pairOp e x (pairOp e y vacuum) ≠ 0 := by
  constructor
  · -- the Richardson equations cancel both unwanted terms
    have hz : ∀ s : ℂ, 1 - G * (1 / G + s - s) = 0 := by
      intro s
      rw [add_sub_cancel_right, mul_one_div_cancel hG, sub_self]
    rw [hamiltonian_pairOp G hxy hx hy, Rx, Ry, hz, hz, zero_smul, zero_smul, add_zero, add_zero]
  · -- a vanishing state could not return the vacuum
    intro h0
    have h := removePair_twice hG hxy hx hy Rx Ry
    rw [h0, map_zero, map_zero, smul_zero] at h
    have h' := congrFun h ∅
    simp [vacuum] at h'
```

The theorem takes a solution x, y as given; it does not say that one exists for every choice of levels and G, or that such states exhaust the two-pair spectrum. In electronic structure ψ is a product of two geminals, and it can serve as an exact test case for geminal codes, for two pairs with this constant coupling and not for the Coulomb interaction.

A numerical instance shows that the hypotheses can be met with real x and y. Here x = 0, y = −5 and G = 12, the values of 2e_k are 15, −20 and −3, and the equations become −19/60 = 1/12 − 2/5 and 29/60 = 1/12 + 2/5.

```lean
/-- Three levels with energies `15/2`, `-10`, `-3/2` and `G = 12` have the nonzero two-pair
eigenstate `B(0)B(-5)vac` with energy `-5`. -/
theorem richardson_witness :
    hamiltonian ![15 / 2, -10, -3 / 2] 12
        (pairOp ![15 / 2, -10, -3 / 2] 0 (pairOp ![15 / 2, -10, -3 / 2] (-5) vacuum)) =
      (-5 : ℂ) • pairOp ![15 / 2, -10, -3 / 2] 0
        (pairOp ![15 / 2, -10, -3 / 2] (-5) vacuum) ∧
    pairOp ![15 / 2, -10, -3 / 2] 0 (pairOp ![15 / 2, -10, -3 / 2] (-5) vacuum) ≠ 0 := by
  have h := richardson_two_pairs (e := ![15 / 2, -10, -3 / 2]) (G := 12) (x := 0) (y := -5)
    (by norm_num) (by norm_num)
    (by intro k; fin_cases k <;> norm_num)
    (by intro k; fin_cases k <;> norm_num)
    (by
      rw [Fin.sum_univ_three]
      show 1 / (2 * (15 / 2 : ℂ) - 0) + 1 / (2 * (-10 : ℂ) - 0) + 1 / (2 * (-3 / 2 : ℂ) - 0) =
        1 / 12 + 2 / (-5 - 0)
      norm_num)
    (by
      rw [Fin.sum_univ_three]
      show 1 / (2 * (15 / 2 : ℂ) - -5) + 1 / (2 * (-10 : ℂ) - -5) + 1 / (2 * (-3 / 2 : ℂ) - -5) =
        1 / 12 + 2 / (0 - -5)
      norm_num)
  rwa [zero_add] at h

end

end RichardsonPairing
```

```lean
#print axioms RichardsonPairing.richardson_two_pairs
-- 'RichardsonPairing.richardson_two_pairs' depends on axioms: [propext, Classical.choice, Quot.sound]
```
